# The phase gate diag(1, exp(iθ)) is Clifford exactly when θ is an integer multiple of π/2, so S is Clifford and T is not

For a real angle $\theta$, the one-qubit gate $P(\theta)=\mathrm{diag}(1,e^{i\theta})$ is Clifford if and only if $\theta=k\pi/2$ for some integer $k$. The gate $T=P(\pi/4)$ fails this condition, and the failure is visible in a single conjugation:

$$TXT^\dagger=\frac{X+Y}{\sqrt2},$$

which is not a scalar multiple of $I$, $X$, $Y$ or $Z$. Its square $S=T^2=\mathrm{diag}(1,i)$ satisfies the condition, with $SXS^\dagger=Y$ and $SZS^\dagger=Z$. Here $X,Y,Z$ are the Pauli matrices, $I$ is the identity, and a gate is called Clifford if it is unitary and conjugation by it sends each of $X,Y,Z$ to a scalar multiple of one of $I,X,Y,Z$.

At an integer multiple of $\pi/2$, conjugation by the phase gate sends each of $X,Y,Z$ to a single Pauli matrix up to sign; at any other angle it turns $X$ and $Y$ into combinations of $X$ and $Y$ with both coefficients nonzero.

## Matrices and gates

```lean
import Mathlib

open Matrix

namespace PhaseGateClifford

noncomputable section
```

The first line loads Mathlib, the mathematical library for Lean. Opening `Matrix` makes the notation `ᴴ` available for the conjugate transpose, which physicists write as $\dagger$. The namespace keeps short names such as `X` and `T` from colliding with names used elsewhere.

```lean
/-- The Pauli matrix X. -/
def X : Matrix (Fin 2) (Fin 2) ℂ := !![0, 1; 1, 0]
```

A `def` introduces an object. The type `Matrix (Fin 2) (Fin 2) ℂ` is that of $2\times2$ complex matrices whose rows and columns are numbered 0 and 1, matching the basis states $|0\rangle$ and $|1\rangle$. Inside `!![...]` a comma separates entries and a semicolon separates rows, so this is

$$X=\begin{pmatrix}0&1\\1&0\end{pmatrix}.$$

```lean
/-- The Pauli matrix Y. -/
def Y : Matrix (Fin 2) (Fin 2) ℂ := !![0, -Complex.I; Complex.I, 0]
```

This fixes the usual sign convention for $Y$, with $-i$ in the upper right corner:

$$Y=\begin{pmatrix}0&-i\\i&0\end{pmatrix}.$$

`Complex.I` is the imaginary unit, not the identity matrix.

```lean
/-- The Pauli matrix Z. -/
def Z : Matrix (Fin 2) (Fin 2) ℂ := !![1, 0; 0, -1]
```

This is $Z=\mathrm{diag}(1,-1)$, so that $|0\rangle$ has eigenvalue $+1$.

```lean
/-- The phase gate diag(1, exp(iθ)). -/
def phase (θ : ℝ) : Matrix (Fin 2) (Fin 2) ℂ :=
  !![1, 0; 0, Complex.exp (θ * Complex.I)]
```

The function `phase` takes a real number $\theta$ and returns $P(\theta)=\mathrm{diag}(1,e^{i\theta})$. It leaves $|0\rangle$ alone and multiplies $|1\rangle$ by a phase. Lean converts the real $\theta$ to a complex number before multiplying it by $i$.

```lean
/-- The T gate, diag(1, exp(iπ/4)). -/
def T : Matrix (Fin 2) (Fin 2) ℂ := phase (Real.pi / 4)
```

The gate $T$ is the phase gate at angle $\pi/4$.

```lean
/-- The S gate, diag(1, i). -/
def S : Matrix (Fin 2) (Fin 2) ℂ := !![1, 0; 0, Complex.I]
```

The gate $S$ is written with the explicit entry $i$, independently of `phase`. That it equals $T^2$ is therefore something to prove.

## What counts as Clifford

```lean
/-- A matrix is a Pauli multiple if it is a scalar times one of I, X, Y, Z. -/
def IsPauliMultiple (M : Matrix (Fin 2) (Fin 2) ℂ) : Prop :=
  ∃ c : ℂ, M = c • (1 : Matrix (Fin 2) (Fin 2) ℂ) ∨ M = c • X ∨ M = c • Y ∨ M = c • Z
```

A `Prop` is a statement, and this one depends on a matrix $M$. It says that there is a complex number $c$ with $M=cI$, $M=cX$, $M=cY$ or $M=cZ$. The symbol `•` is multiplication of a matrix by a scalar, and `1` is the identity matrix.

```lean
/-- A one-qubit gate is Clifford if it is unitary and conjugation by it sends
each of X, Y, Z to a Pauli multiple. -/
def IsClifford (U : Matrix (Fin 2) (Fin 2) ℂ) : Prop :=
  U ∈ Matrix.unitaryGroup (Fin 2) ℂ ∧ IsPauliMultiple (U * X * Uᴴ) ∧
    IsPauliMultiple (U * Y * Uᴴ) ∧ IsPauliMultiple (U * Z * Uᴴ)
```

`IsClifford U` joins four conditions with "and": $U$ is unitary, and each of $UXU^\dagger$, $UYU^\dagger$, $UZU^\dagger$ is a Pauli multiple.

The usual definition asks for Pauli matrices up to sign, whereas here any complex factor $c$ is allowed. For unitary $U$ the two agree. The conjugate of a Pauli matrix is Hermitian, squares to $I$ and has trace zero; the first two properties force $c=\pm1$, and the third rules out a multiple of $I$. The definition covers one qubit only, so entangling gates such as CNOT are not described by it.

## Phase gates as rotations about the z axis

```lean
/-- The phase gate written with the cosine and sine of its angle. -/
theorem phase_eq (θ : ℝ) :
    phase θ = !![1, 0; 0, (Real.cos θ : ℂ) + (Real.sin θ : ℂ) * Complex.I] := by
  rw [phase, Complex.exp_mul_I, Complex.ofReal_cos, Complex.ofReal_sin]
```

A `theorem` consists of a statement, followed after `:=` by its proof. This one is Euler's formula applied to the lower diagonal entry:

$$P(\theta)=\begin{pmatrix}1&0\\0&\cos\theta+i\sin\theta\end{pmatrix}.$$

The annotation `(Real.cos θ : ℂ)` means the real cosine regarded as a complex number. The tactic `rw` replaces one side of a known equation by the other.

```lean
/-- The angles of successive phase gates add. -/
theorem phase_mul (α β : ℝ) : phase α * phase β = phase (α + β) := by
  ext i j
  fin_cases i <;> fin_cases j <;>
    simp [phase, Matrix.mul_apply, Fin.sum_univ_two, add_mul, Complex.exp_add]
```

By hand, the product of two diagonal matrices is taken entry by entry, and $e^{i\alpha}e^{i\beta}=e^{i(\alpha+\beta)}$, so $P(\alpha)P(\beta)=P(\alpha+\beta)$.

The proof has a shape that returns several times. `ext i j` reduces equality of matrices to equality of entries, `fin_cases` lists the possible values of the indices, and `simp` simplifies each of the four resulting equations using the facts it is given.

```lean
/-- Every phase gate is unitary. -/
theorem phase_unitary (θ : ℝ) : phase θ * (phase θ)ᴴ = 1 := by
  have h := Real.cos_sq_add_sin_sq θ
  rw [phase_eq]
  generalize Real.cos θ = c at h ⊢
  generalize Real.sin θ = s at h ⊢
  have h' : (c : ℂ) ^ 2 + (s : ℂ) ^ 2 = 1 := by exact_mod_cast h
  ext i j
  fin_cases i <;> fin_cases j <;> simp [Matrix.mul_apply, Fin.sum_univ_two]
  -- only the lower diagonal entry is left
  linear_combination h' - (s : ℂ) ^ 2 * Complex.I_sq
```

The only entry of $P(\theta)P(\theta)^\dagger$ that needs work is the lower diagonal one:

$$(\cos\theta+i\sin\theta)(\cos\theta-i\sin\theta)=\cos^2\theta-i^2\sin^2\theta=\cos^2\theta+\sin^2\theta=1.$$

In Lean, the two `generalize` steps rename the cosine and sine to $c$ and $s$, keeping only the relation $c^2+s^2=1$. The last line is the calculation above: `linear_combination` proves an equation by exhibiting it as a combination of known ones, here $c^2+s^2=1$ and $i^2=-1$.

```lean
/-- Conjugation by a phase gate rotates X and Y into each other by the angle θ
and leaves Z fixed. -/
theorem phase_conj (θ : ℝ) :
    phase θ * X * (phase θ)ᴴ = (Real.cos θ : ℂ) • X + (Real.sin θ : ℂ) • Y ∧
    phase θ * Y * (phase θ)ᴴ = (-(Real.sin θ : ℂ)) • X + (Real.cos θ : ℂ) • Y ∧
    phase θ * Z * (phase θ)ᴴ = Z := by
  refine ⟨?_, ?_, ?_⟩
  · rw [phase_eq]
    generalize Real.cos θ = c
    generalize Real.sin θ = s
    ext i j
    fin_cases i <;> fin_cases j <;>
      simp [X, Y, Matrix.mul_apply, Fin.sum_univ_two]
  · rw [phase_eq]
    generalize Real.cos θ = c
    generalize Real.sin θ = s
    ext i j
    fin_cases i <;> fin_cases j <;>
      simp [X, Y, Matrix.mul_apply, Fin.sum_univ_two] <;>
      linear_combination (s : ℂ) * Complex.I_sq
  · -- diagonal matrices commute, so unitarity finishes the job
    have hc : phase θ * Z = Z * phase θ := by
      ext i j
      fin_cases i <;> fin_cases j <;>
        simp [phase, Z, Matrix.mul_apply, Fin.sum_univ_two]
    rw [hc, mul_assoc, phase_unitary, mul_one]
```

The theorem states three identities:

$$\begin{aligned}
P(\theta)XP(\theta)^\dagger&=\cos\theta\,X+\sin\theta\,Y,\\
P(\theta)YP(\theta)^\dagger&=-\sin\theta\,X+\cos\theta\,Y,\\
P(\theta)ZP(\theta)^\dagger&=Z.
\end{aligned}$$

Conjugating any matrix by $P(\theta)$ keeps its diagonal entries, multiplies the upper right entry by $e^{-i\theta}$ and multiplies the lower left entry by $e^{i\theta}$. For $X$ this gives

$$\begin{pmatrix}0&e^{-i\theta}\\e^{i\theta}&0\end{pmatrix}
=\begin{pmatrix}0&\cos\theta-i\sin\theta\\\cos\theta+i\sin\theta&0\end{pmatrix}
=\cos\theta\,X+\sin\theta\,Y.$$

For $Y$ the upper right entry becomes $-ie^{-i\theta}=-\sin\theta-i\cos\theta$ and the lower left becomes $ie^{i\theta}=-\sin\theta+i\cos\theta$. These are the entries of $-\sin\theta\,X+\cos\theta\,Y$. Finally, $Z$ is diagonal and commutes with $P(\theta)$, so $PZP^\dagger=ZPP^\dagger=Z$.

The three bullets of the proof follow these three arguments. The first two compare entries, with $i^2=-1$ supplied for $Y$. The third proves the commutation as `hc` and then uses `phase_unitary`.

## When a rotated Pauli matrix is again a Pauli multiple

```lean
/-- A combination aX + bY is a Pauli multiple exactly when one of its two
coefficients vanishes. -/
theorem isPauliMultiple_iff (a b : ℂ) :
    IsPauliMultiple (a • X + b • Y) ↔ a = 0 ∨ b = 0 := by
  constructor
  · -- compare the two off-diagonal entries in each of the four cases
    rintro ⟨c, h | h | h | h⟩ <;>
      have h01 := congrFun (congrFun h 0) 1 <;>
      have h10 := congrFun (congrFun h 1) 0 <;>
      simp [X, Y, Z] at h01 h10
    · left
      linear_combination (h01 + h10) / 2
    · right
      linear_combination (-Complex.I / 2) * (h10 - h01) + b * Complex.I_sq
    · left
      linear_combination (h01 + h10) / 2
    · left
      linear_combination (h01 + h10) / 2
  · rintro (h | h)
    · exact ⟨b, Or.inr (Or.inr (Or.inl (by simp [h])))⟩
    · exact ⟨a, Or.inr (Or.inl (by simp [h]))⟩
```

For complex $a$ and $b$, the matrix $aX+bY$ is a Pauli multiple if and only if $a=0$ or $b=0$. Its diagonal entries vanish, and its off-diagonal entries are

$$(aX+bY)_{01}=a-ib,\qquad (aX+bY)_{10}=a+ib.$$

Their sum is $2a$ and their difference, lower minus upper, is $2ib$. There are four cases to compare:

- If the matrix is $cI$ or $cZ$, both off-diagonal entries are zero, so $2a=0$.
- If it is $cX$, both equal $c$, so $2ib=0$ and hence $b=0$.
- If it is $cY$, they are $-ic$ and $ic$, so their sum is zero and $a=0$.

Conversely, if $a=0$ the matrix is $bY$, and if $b=0$ it is $aX$.

In Lean, `constructor` splits the "if and only if" into its two directions. The pattern after `rintro` unpacks the scalar $c$ and the four alternatives. The equations `h01` and `h10` are the entries named above, and `linear_combination` takes their half-sum or a multiple of their difference. The words `left` and `right` choose which of $a=0$ and $b=0$ is to be proved.

## The classification of phase gates

```lean
/-- A phase gate is Clifford exactly when its angle is an integer multiple of π/2. -/
theorem phase_isClifford_iff (θ : ℝ) :
    IsClifford (phase θ) ↔ ∃ k : ℤ, θ = k * (Real.pi / 2) := by
  obtain ⟨hX, hY, hZ⟩ := phase_conj θ
  constructor
  · rintro ⟨-, h, -, -⟩
    rw [hX, isPauliMultiple_iff, Complex.ofReal_eq_zero, Complex.ofReal_eq_zero] at h
    have h2 : Real.sin (2 * θ) = 0 := by
      rw [Real.sin_two_mul]
      rcases h with h | h <;> simp [h]
    obtain ⟨k, hk⟩ := Real.sin_eq_zero_iff.mp h2
    exact ⟨k, by linarith⟩
  · rintro ⟨k, hk⟩
    have h2 : Real.sin (2 * θ) = 0 :=
      Real.sin_eq_zero_iff.mpr ⟨k, by rw [hk]; ring⟩
    rw [Real.sin_two_mul] at h2
    have h : Real.sin θ = 0 ∨ Real.cos θ = 0 := by
      rcases mul_eq_zero.mp h2 with h | h
      · left
        linarith
      · exact Or.inr h
    refine ⟨Matrix.mem_unitaryGroup_iff.mpr (phase_unitary θ), ?_, ?_, ?_⟩
    · rw [hX, isPauliMultiple_iff]
      rcases h with h | h <;> simp only [h, Complex.ofReal_zero, true_or, or_true]
    · rw [hY, isPauliMultiple_iff]
      rcases h with h | h <;> simp only [h, Complex.ofReal_zero, neg_zero, true_or, or_true]
    · rw [hZ]
      exact ⟨1, Or.inr (Or.inr (Or.inr (one_smul ℂ Z).symm))⟩
```

Suppose first that $P(\theta)$ is Clifford. Then $\cos\theta\,X+\sin\theta\,Y$ is a Pauli multiple, so $\cos\theta=0$ or $\sin\theta=0$. In either case

$$\sin2\theta=2\sin\theta\cos\theta=0,$$

which means $2\theta=k\pi$ for an integer $k$, that is, $\theta=k\pi/2$. Only the condition on $X$ has been used.

Conversely, let $\theta=k\pi/2$. Then $\sin2\theta=\sin k\pi=0$, so $\sin\theta=0$ or $\cos\theta=0$. Each of the combinations $\cos\theta\,X+\sin\theta\,Y$ and $-\sin\theta\,X+\cos\theta\,Y$ then has a vanishing coefficient and is a Pauli multiple. The conjugate of $Z$ is $1\cdot Z$, and the gate is unitary by the earlier theorem.

The Lean proof begins by naming the three conjugation identities `hX`, `hY` and `hZ`. The name `h2` stands for $\sin2\theta=0$ in both directions, and `Real.sin_eq_zero_iff` translates between a vanishing sine and an integer multiple of $\pi$. The final `refine` lists the four conditions of `IsClifford`, leaving the three conjugations to the bullets that follow.

As a numerical instance, take $\theta=\pi/3$. Then $\cos\theta=1/2$ and $\sin\theta=\sqrt3/2$, so

$$P(\pi/3)\,X\,P(\pi/3)^\dagger=\tfrac12X+\tfrac{\sqrt3}{2}Y
=\begin{pmatrix}0&\tfrac12-\tfrac{\sqrt3}{2}i\\\tfrac12+\tfrac{\sqrt3}{2}i&0\end{pmatrix}.$$

The off-diagonal entries have sum $1$ and difference $i\sqrt3$. Neither is zero, so the matrix is not a Pauli multiple and $P(\pi/3)$ is not Clifford.

The same argument settles the Pauli rotation $e^{-i\theta Z/2}$, although the Lean code does not state this case. Since $e^{-i\theta Z/2}=e^{-i\theta/2}P(\theta)$ and the overall phase cancels in a conjugation, this rotation is also Clifford exactly when $\theta$ is an integer multiple of $\pi/2$.

## The gates T and S

```lean
/-- Two T gates in succession make an S gate. -/
theorem T_sq : T ^ 2 = S := by
  rw [sq, T, phase_mul, show Real.pi / 4 + Real.pi / 4 = Real.pi / 2 by ring,
    phase_eq, Real.cos_pi_div_two, Real.sin_pi_div_two]
  simp [S]
```

Adding the angles gives $T^2=P(\pi/4)P(\pi/4)=P(\pi/2)$. Since $\cos(\pi/2)=0$ and $\sin(\pi/2)=1$, the lower diagonal entry is $i$, and the matrix is $S$. The `rw` line performs these substitutions in this order.

```lean
/-- Conjugation by T sends X to (X + Y)/√2. -/
theorem T_conj_X : T * X * Tᴴ = ((1 / √2 : ℝ) : ℂ) • (X + Y) := by
  have h : √2 / 2 = 1 / √2 := by
    rw [div_eq_div_iff (by norm_num) (by positivity)]
    have h2 := Real.mul_self_sqrt (show (0 : ℝ) ≤ 2 by norm_num)
    linarith
  rw [T, (phase_conj _).1, Real.cos_pi_div_four, Real.sin_pi_div_four, h, smul_add]
```

Setting $\theta=\pi/4$ in the rotation formula gives

$$TXT^\dagger=\tfrac{\sqrt2}{2}X+\tfrac{\sqrt2}{2}Y=\frac{X+Y}{\sqrt2}.$$

Mathlib records $\cos(\pi/4)$ and $\sin(\pi/4)$ as $\sqrt2/2$. The auxiliary fact `h` converts this to $1/\sqrt2$, using $\sqrt2\cdot\sqrt2=2$. The expression `(phase_conj _).1` selects the first of the three conjugation identities and lets Lean fill in the angle.

```lean
/-- The matrix T X T† is not a scalar multiple of I, X, Y or Z, and T is not a
Clifford gate. -/
theorem T_not_clifford : ¬ IsPauliMultiple (T * X * Tᴴ) ∧ ¬ IsClifford T := by
  have h : ¬ IsPauliMultiple (T * X * Tᴴ) := by
    rw [T_conj_X, smul_add, isPauliMultiple_iff, or_self, Complex.ofReal_eq_zero]
    have hpos : (0 : ℝ) < 1 / √2 := by positivity
    exact hpos.ne'
  exact ⟨h, fun hT => h hT.2.1⟩
```

The symbol `¬` means "not", and `∧` means "and". Both coefficients of $TXT^\dagger$ equal $1/\sqrt2$. If the matrix were a Pauli multiple, one of them would be zero, but $1/\sqrt2>0$. Since a Clifford gate must send $X$ to a Pauli multiple, $T$ is not Clifford.

The proof establishes the first claim as `h`. For the second, it assumes `hT`, that $T$ is Clifford, extracts the condition on $X$ as `hT.2.1`, and obtains a contradiction with `h`.

```lean
/-- Conjugation by S sends X to Y and fixes Z, and S is a Clifford gate. -/
theorem S_clifford : S * X * Sᴴ = Y ∧ S * Z * Sᴴ = Z ∧ IsClifford S := by
  have hS : S = phase (Real.pi / 2) := by
    rw [← T_sq, sq, T, phase_mul]
    congr 1
    ring
  rw [hS]
  refine ⟨?_, (phase_conj _).2.2, (phase_isClifford_iff _).mpr ⟨1, by simp⟩⟩
  rw [(phase_conj _).1, Real.cos_pi_div_two, Real.sin_pi_div_two]
  simp

end

end PhaseGateClifford
```

The statement collects $SXS^\dagger=Y$, $SZS^\dagger=Z$ and the Clifford property of $S$. First, `hS` identifies $S$ with $P(\pi/2)$, using $S=T^2$ and the addition of angles. The rotation formula then gives

$$SXS^\dagger=\cos\tfrac{\pi}{2}\,X+\sin\tfrac{\pi}{2}\,Y=Y,$$

and $Z$ is fixed as it is by every phase gate. The Clifford property is the classification with $k=1$, which is the number supplied in `⟨1, by simp⟩`.

```lean
#print axioms PhaseGateClifford.phase_isClifford_iff
#print axioms PhaseGateClifford.T_not_clifford
#print axioms PhaseGateClifford.S_clifford
```

```
'PhaseGateClifford.phase_isClifford_iff' depends on axioms: [propext, Classical.choice, Quot.sound]
'PhaseGateClifford.T_not_clifford' depends on axioms: [propext, Classical.choice, Quot.sound]
'PhaseGateClifford.S_clifford' depends on axioms: [propext, Classical.choice, Quot.sound]
```
